# For two spins one half, singlet and triplet channels with the same symmetric coupling tensor have opposite anisotropies

Take two spins one half, $\mathbf s_1$ and $\mathbf s_2$, in units of $\hbar$, and let the $z$ component of their difference, $d_z=s_{1z}-s_{2z}$, act on the triplet state $|T_0\rangle=(|{\uparrow\downarrow}\rangle+|{\downarrow\uparrow}\rangle)/\sqrt2$. The result is the singlet $|S_0\rangle=(|{\uparrow\downarrow}\rangle-|{\downarrow\uparrow}\rangle)/\sqrt2$, and a second $d_z$ leads back to $|T_0\rangle$. The other two triplet states, $|{\uparrow\uparrow}\rangle$ and $|{\downarrow\downarrow}\rangle$, are annihilated by $d_z$. So the round trip through the singlet gives 1 on $|T_0\rangle$ and 0 on the other two, which is $1-S_z^2$ on the triplet, with $\mathbf S=\mathbf s_1+\mathbf s_2$.

I believe that this holds for all components. With $\mathbf d=\mathbf s_1-\mathbf s_2$ and the projectors $P_T$ and $P_S$ on the triplet and the singlet,

$$P_T\,d_k\,P_S\,d_l\,P_T=P_T(\delta_{kl}-S_lS_k)P_T .$$

Singlet intermediate states would then enter the zero-field splitting of a triplet with the sign opposite to $S_lS_k$. Can this be made rigorous, including what "opposite sign" means, and checked by machine?

## Yes: exchange moves the projector, and anticommutators do the rest

The identity holds for all $k,l\in\{x,y,z\}$. The derivation needs one product formula and one rule for moving a projector.

**The product formula.** The components of a single spin one half satisfy $s_ks_l+s_ls_k=\tfrac12\delta_{kl}$, and components of different spins commute. Expanding both products gives

$$d_kd_l=s_{1k}s_{1l}-s_{1k}s_{2l}-s_{2k}s_{1l}+s_{2k}s_{2l},$$
$$S_lS_k=s_{1l}s_{1k}+s_{1l}s_{2k}+s_{2l}s_{1k}+s_{2l}s_{2k}.$$

In the sum, $-s_{1k}s_{2l}$ cancels $s_{2l}s_{1k}$, and $-s_{2k}s_{1l}$ cancels $s_{1l}s_{2k}$. One anticommutator per spin remains, so on the whole four-dimensional space

$$d_kd_l+S_lS_k=\tfrac12\delta_{kl}+\tfrac12\delta_{kl}=\delta_{kl}.$$

The reversed order $S_lS_k$ is what makes the anticommutators appear.

**The projectors.** Let $X$ exchange the two spins. Acting on the four product states shows that $X=\tfrac12+2\,\mathbf s_1\cdot\mathbf s_2$, hence

$$P_S=\tfrac14-\mathbf s_1\cdot\mathbf s_2=\tfrac12(1-X),\qquad P_T=1-P_S=\tfrac12(1+X).$$

Since $X^2=1$, both are idempotent. The names are right because $S_k^2=\tfrac12+2s_{1k}s_{2k}$, which sums to $\mathbf S^2=\tfrac32+2\,\mathbf s_1\cdot\mathbf s_2=2P_T$. This is $S(S+1)=2$ on the triplet and 0 on the singlet.

**Moving the projector.** Exchange reverses the difference, $Xd_k=-d_kX$, and leaves the total alone, $XS_k=S_kX$. Therefore

$$d_kP_S=\tfrac12(d_k-d_kX)=\tfrac12(1+X)d_k=P_Td_k,\qquad S_kP_T=P_TS_k .$$

The claim follows:

$$P_Td_kP_Sd_lP_T=P_TP_Td_kd_lP_T=P_T(\delta_{kl}-S_lS_k)P_T .$$

## What "opposite sign" means for a coupling tensor

In second-order spin-orbit coupling, the spin operators are contracted with a tensor $M_{kl}$ that holds the orbital matrix elements and the energy denominators. Multiplying the identity by $M_{kl}$ and summing gives

$$\sum_{kl}M_{kl}\,P_Td_kP_Sd_lP_T=P_T\Big(\operatorname{tr}M-\sum_{kl}M_{kl}S_lS_k\Big)P_T .$$

For triplet intermediate states coupled by the total spin, $P_TS_kP_TS_lP_T=P_TS_kS_lP_T$. If $M$ is symmetric, renaming the indices turns $\sum M_{kl}S_kS_l$ into $\sum M_{kl}S_lS_k$, and the two channels add up to $(\operatorname{tr}M)P_T$. That is a uniform shift of the triplet, so the parts that split it are exactly opposite.

Symmetry of $M$ stands for a physical situation. Take a one-electron spin-orbit operator, in which the spin of each electron is multiplied by its orbital angular momentum about a nucleus, weighted by a real function of position and summed over the nuclei. Let $L_k$ be the orbital operator that accompanies the spin operator: the sum of these weighted angular momenta of the two electrons for $S_k$, and their difference for $d_k$. If the orbital functions $|0\rangle$ of the triplet and $|n\rangle$ of the intermediate state are real, the matrix elements are imaginary, $\langle 0|L_k|n\rangle=i a_k$ with real $a_k$, and each intermediate state contributes a real multiple of $a_ka_l$, which is symmetric.

Without symmetry the cancellation fails. Let $M_{xy}=-\tfrac i2$, $M_{yx}=\tfrac i2$ and all other entries vanish. This tensor is Hermitian, as a Hermitian effective Hamiltonian requires, but not symmetric. The trace is zero, but the two channels add up to

$$-i\,P_T(S_xS_y-S_yS_x)P_T=P_TS_zP_T,$$

which multiplies $|{\uparrow\uparrow}\rangle$ by 1 instead of 0. The example shows that the algebra needs the hypothesis. It is not a model of a zero-field splitting: $S_z$ changes sign under time reversal, so such a term cannot appear without a magnetic field in a triplet that has no orbital degeneracy.

## The Lean file

```lean
import Mathlib

open Matrix
open scoped Kronecker

namespace SingletChannelZeroFieldSplitting

noncomputable section

/-- Operators on the four-dimensional space of two spins one half. -/
abbrev Op := Matrix (Fin 2 × Fin 2) (Fin 2 × Fin 2) ℂ

/-- The three spin matrices of a single spin one half, in units of ħ. -/
def spin : Fin 3 → Matrix (Fin 2) (Fin 2) ℂ :=
  ![!![0, 1 / 2; 1 / 2, 0],
    !![0, -(Complex.I / 2); Complex.I / 2, 0],
    !![1 / 2, 0; 0, -(1 / 2)]]

/-- Component `k` of the first spin. -/
def s1 (k : Fin 3) : Op := spin k ⊗ₖ (1 : Matrix (Fin 2) (Fin 2) ℂ)

/-- Component `k` of the second spin. -/
def s2 (k : Fin 3) : Op := (1 : Matrix (Fin 2) (Fin 2) ℂ) ⊗ₖ spin k

/-- Component `k` of the total spin `S = s1 + s2`. -/
def totalSpin (k : Fin 3) : Op := s1 k + s2 k

/-- Component `k` of the spin difference `d = s1 - s2`. -/
def diffSpin (k : Fin 3) : Op := s1 k - s2 k

/-- The singlet projector `1/4 - s1·s2`. -/
def singletProj : Op := (1 / 4 : ℂ) • (1 : Op) - ∑ k, s1 k * s2 k

/-- The triplet projector, the complement of the singlet projector. -/
def tripletProj : Op := 1 - singletProj

/-- Components of one spin one half anticommute to `δ_kl / 2`. -/
theorem spin_anticomm (k l : Fin 3) :
    spin k * spin l + spin l * spin k = (if k = l then 1 / 2 else 0 : ℂ) • 1 := by
  ext i j
  fin_cases k <;> fin_cases l <;> fin_cases i <;> fin_cases j <;>
    norm_num [spin, Matrix.mul_apply, Fin.sum_univ_two, Matrix.one_apply, Complex.ext_iff]

lemma s1_anticomm (k l : Fin 3) :
    s1 k * s1 l + s1 l * s1 k = (if k = l then 1 / 2 else 0 : ℂ) • 1 := by
  simp only [s1, ← Matrix.mul_kronecker_mul, ← Matrix.add_kronecker, spin_anticomm,
    Matrix.smul_kronecker, mul_one, Matrix.one_kronecker_one]

lemma s2_anticomm (k l : Fin 3) :
    s2 k * s2 l + s2 l * s2 k = (if k = l then 1 / 2 else 0 : ℂ) • 1 := by
  simp only [s2, ← Matrix.mul_kronecker_mul, ← Matrix.kronecker_add, spin_anticomm,
    Matrix.kronecker_smul, mul_one, Matrix.one_kronecker_one]

lemma s1_mul_s2 (k l : Fin 3) : s1 k * s2 l = spin k ⊗ₖ spin l := by
  simp only [s1, s2, ← Matrix.mul_kronecker_mul, mul_one, one_mul]

lemma s1_s2_comm (k l : Fin 3) : s1 k * s2 l = s2 l * s1 k := by
  simp only [s1, s2, ← Matrix.mul_kronecker_mul, mul_one, one_mul]

/-- The entries of the singlet projector are those of `(1 - X) / 2`, where `X` exchanges the two
spins. -/
theorem singletProj_apply (a b c e : Fin 2) :
    singletProj (a, b) (c, e) =
      ((if a = c ∧ b = e then 1 else 0) - (if a = e ∧ b = c then 1 else 0)) / 2 := by
  have hx : spin 0 = !![0, 1 / 2; 1 / 2, 0] := rfl
  have hy : spin 1 = !![0, -(Complex.I / 2); Complex.I / 2, 0] := rfl
  have hz : spin 2 = !![1 / 2, 0; 0, -(1 / 2)] := rfl
  simp only [singletProj, s1_mul_s2, Fin.sum_univ_three, hx, hy, hz]
  fin_cases a <;> fin_cases b <;> fin_cases c <;> fin_cases e <;>
    norm_num [Matrix.one_apply, Complex.ext_iff]

/-- The singlet projector is idempotent. -/
theorem singletProj_sq : singletProj * singletProj = singletProj := by
  ext ⟨a, b⟩ ⟨c, e⟩
  simp only [Matrix.mul_apply, Fintype.sum_prod_type, Fin.sum_univ_two, singletProj_apply]
  fin_cases a <;> fin_cases b <;> fin_cases c <;> fin_cases e <;> norm_num

lemma tripletProj_sq : tripletProj * tripletProj = tripletProj := by
  unfold tripletProj
  linear_combination (norm := noncomm_ring) singletProj_sq

/-- The square of the total spin is twice the triplet projector. -/
theorem totalSpin_sq : ∑ k, totalSpin k * totalSpin k = (2 : ℂ) • tripletProj := by
  have q (k : Fin 3) : totalSpin k * totalSpin k
      = (1 / 2 : ℂ) • (1 : Op) + (2 : ℂ) • (s1 k * s2 k) := by
    have h1 : s1 k * s1 k + s1 k * s1 k = (1 / 2 : ℂ) • (1 : Op) := by
      rw [s1_anticomm, if_pos rfl]
    have h2 : s2 k * s2 k + s2 k * s2 k = (1 / 2 : ℂ) • (1 : Op) := by
      rw [s2_anticomm, if_pos rfl]
    simp only [totalSpin, add_mul, mul_add]
    linear_combination (norm := module)
      (1 / 2 : ℂ) • h1 + (1 / 2 : ℂ) • h2 - s1_s2_comm k k
  simp only [q, tripletProj, singletProj, Fin.sum_univ_three]
  module

/-- The spin difference turns the singlet projector into the triplet projector when it
is moved past it. -/
theorem diffSpin_mul_singletProj (k : Fin 3) :
    diffSpin k * singletProj = tripletProj * diffSpin k := by
  have h : diffSpin k * singletProj + singletProj * diffSpin k = diffSpin k := by
    ext ⟨a, b⟩ ⟨c, e⟩
    simp only [Matrix.add_apply, Matrix.mul_apply, Fintype.sum_prod_type, Fin.sum_univ_two,
      singletProj_apply, diffSpin, s1, s2, Matrix.sub_apply, Matrix.kroneckerMap_apply,
      Matrix.one_apply]
    fin_cases a <;> fin_cases b <;> fin_cases c <;> fin_cases e <;> simp <;> ring
  unfold tripletProj
  linear_combination (norm := noncomm_ring) h

lemma totalSpin_mul_tripletProj (k : Fin 3) :
    totalSpin k * tripletProj = tripletProj * totalSpin k := by
  have h : totalSpin k * singletProj = singletProj * totalSpin k := by
    ext ⟨a, b⟩ ⟨c, e⟩
    simp only [Matrix.mul_apply, Fintype.sum_prod_type, Fin.sum_univ_two,
      singletProj_apply, totalSpin, s1, s2, Matrix.add_apply, Matrix.kroneckerMap_apply,
      Matrix.one_apply]
    fin_cases a <;> fin_cases b <;> fin_cases c <;> fin_cases e <;> simp <;> ring
  unfold tripletProj
  linear_combination (norm := noncomm_ring) -h

/-- On the whole two-spin space, `d_k d_l + S_l S_k = δ_kl`. -/
theorem diffSpin_mul_add (k l : Fin 3) :
    diffSpin k * diffSpin l + totalSpin l * totalSpin k
      = (if k = l then 1 else 0 : ℂ) • 1 := by
  -- the mixed products of the two sites cancel, the anticommutators remain
  have e : diffSpin k * diffSpin l + totalSpin l * totalSpin k
      = (s1 k * s1 l + s1 l * s1 k) + (s2 k * s2 l + s2 l * s2 k) := by
    simp only [diffSpin, totalSpin]
    linear_combination (norm := noncomm_ring) s1_s2_comm l k - s1_s2_comm k l
  rw [e, s1_anticomm, s2_anticomm, ← add_smul]
  congr 1
  split_ifs <;> norm_num

/-- Passing from triplet to triplet through the singlet with two spin differences gives
`P_T d_k P_S d_l P_T = P_T (δ_kl - S_l S_k) P_T`. -/
theorem singlet_channel (k l : Fin 3) :
    tripletProj * diffSpin k * singletProj * diffSpin l * tripletProj
      = tripletProj * ((if k = l then 1 else 0 : ℂ) • 1 - totalSpin l * totalSpin k)
        * tripletProj := by
  calc _ = tripletProj * (diffSpin k * singletProj) * diffSpin l * tripletProj := by
        simp only [mul_assoc]
    _ = (tripletProj * tripletProj) * (diffSpin k * diffSpin l) * tripletProj := by
        rw [diffSpin_mul_singletProj]
        simp only [mul_assoc]
    _ = _ := by rw [tripletProj_sq, eq_sub_of_add_eq (diffSpin_mul_add k l)]

/-- Passing through triplet intermediate states with two total spins gives
`P_T S_k P_T S_l P_T = P_T S_k S_l P_T`. -/
theorem triplet_channel (k l : Fin 3) :
    tripletProj * totalSpin k * tripletProj * totalSpin l * tripletProj
      = tripletProj * (totalSpin k * totalSpin l) * tripletProj := by
  calc _ = tripletProj * (totalSpin k * tripletProj) * totalSpin l * tripletProj := by
        simp only [mul_assoc]
    _ = (tripletProj * tripletProj) * (totalSpin k * totalSpin l) * tripletProj := by
        rw [totalSpin_mul_tripletProj]
        simp only [mul_assoc]
    _ = _ := by rw [tripletProj_sq]

/-- For any coupling tensor `M`, the singlet channel acts on the triplet as `tr M` minus
the quadratic spin form `∑ M_kl S_l S_k`. -/
theorem singlet_channel_tensor (M : Matrix (Fin 3) (Fin 3) ℂ) :
    ∑ k, ∑ l, M k l • (tripletProj * diffSpin k * singletProj * diffSpin l * tripletProj)
      = tripletProj * (M.trace • 1 - ∑ k, ∑ l, M k l • (totalSpin l * totalSpin k))
        * tripletProj := by
  have h : M.trace • (1 : Op) - ∑ k, ∑ l, M k l • (totalSpin l * totalSpin k)
      = ∑ k, ∑ l, M k l •
        ((if k = l then 1 else 0 : ℂ) • (1 : Op) - totalSpin l * totalSpin k) := by
    simp [smul_sub, Finset.sum_sub_distrib, Matrix.trace, Finset.sum_smul]
  rw [h]
  simp only [singlet_channel, Finset.mul_sum, Finset.sum_mul, mul_smul_comm, smul_mul_assoc]

/-- For a symmetric coupling tensor `M`, the singlet channel and the triplet channel with
the same tensor add up to the uniform shift `tr M` of the triplet. -/
theorem singlet_add_triplet_channel (M : Matrix (Fin 3) (Fin 3) ℂ) (hM : M.IsSymm) :
    ∑ k, ∑ l, M k l • (tripletProj * diffSpin k * singletProj * diffSpin l * tripletProj)
      + ∑ k, ∑ l, M k l •
        (tripletProj * totalSpin k * tripletProj * totalSpin l * tripletProj)
      = M.trace • tripletProj := by
  -- symmetry of `M` lets the two spin factors be exchanged under the sum
  have hX : ∑ k, ∑ l, M k l •
        (tripletProj * totalSpin k * tripletProj * totalSpin l * tripletProj)
      = tripletProj * (∑ k, ∑ l, M k l • (totalSpin l * totalSpin k)) * tripletProj := by
    rw [Finset.sum_comm]
    simp only [triplet_channel, Finset.mul_sum, Finset.sum_mul, mul_smul_comm,
      smul_mul_assoc]
    refine Finset.sum_congr rfl fun k _ => Finset.sum_congr rfl fun l _ => ?_
    rw [hM.apply k l]
  rw [singlet_channel_tensor, hX, ← add_mul, ← mul_add, sub_add_cancel, mul_smul_comm,
    mul_one, smul_mul_assoc, tripletProj_sq]

end

end SingletChannelZeroFieldSplitting
```

```lean
#print axioms SingletChannelZeroFieldSplitting.totalSpin_sq
-- 'SingletChannelZeroFieldSplitting.totalSpin_sq' depends on axioms: [propext, Classical.choice, Quot.sound]
#print axioms SingletChannelZeroFieldSplitting.singlet_add_triplet_channel
-- 'SingletChannelZeroFieldSplitting.singlet_add_triplet_channel' depends on axioms: [propext, Classical.choice, Quot.sound]
```

## How the theorems read in physical terms

An operator of type `Op` is a complex $4\times4$ matrix whose rows and columns are labelled by pairs in `Fin 2 × Fin 2`, one label per spin, with 0 for up and 1 for down. The components 0, 1, 2 of `Fin 3` are $x,y,z$. The matrices in `spin` are half the Pauli matrices, and `s1` and `s2` place them on the first or second spin by a Kronecker product with the identity. `totalSpin` is $\mathbf S$ and `diffSpin` is $\mathbf d$.

`singletProj` is defined as $\tfrac14-\mathbf s_1\cdot\mathbf s_2$ and `tripletProj` as its complement. That these deserve their names is proved in `singletProj_sq` and `totalSpin_sq`.

The main theorem, `singlet_channel`, states the identity for every `k` and `l` with no hypothesis. The Kronecker delta is written as `if k = l then 1 else 0` times the identity matrix. `singlet_channel_tensor` is the contracted form for any complex $3\times3$ matrix `M`, and `singlet_add_triplet_channel` is the sum rule, with the hypothesis `M.IsSymm`, meaning $M_{kl}=M_{lk}$ without complex conjugation.

The result supplies the spin algebra for spin-orbit contributions to the zero-field splitting of a two-electron triplet, in a model that contains only two spins one half and no orbital degrees of freedom. The tensor is an input: the file derives neither the perturbation expansion nor the orbital integrals. In a molecule, singlet and triplet intermediate states generally have different tensors, so the theorem fixes the relative sign of the spin operators and not the sign of the total splitting. Systems with more than two unpaired electrons are not covered.

## How the proof follows the derivation

**Anticommutators.** `spin_anticomm` checks every matrix entry for every pair of components: `fin_cases` lists the cases and `norm_num` evaluates them. `s1_anticomm` and `s2_anticomm` carry the result over to the two-spin space, and `s1_s2_comm` says that the two sites commute.

**Product formula.** In `diffSpin_mul_add`, the intermediate equation `e` is the expansion above. The tactic `linear_combination` receives the two commutation relations that cancel the mixed terms, and `noncomm_ring` confirms the rest without changing the order of factors. Inserting the anticommutators leaves $\tfrac12+\tfrac12$ or $0+0$.

**Projectors.** `singletProj_apply` computes the entries of $P_S$ and finds those of $\tfrac12(1-X)$, with the exchange visible in the condition `a = e ∧ b = c`. Idempotence of $P_S$ is then checked entry by entry, and `tripletProj_sq` follows from it by algebra. `totalSpin_sq` repeats the computation of $\mathbf S^2$, with the formula for $S_k^2$ as its step `q`.

**Moving the projector.** `diffSpin_mul_singletProj` first proves $d_kP_S+P_Sd_k=d_k$ from the entries. This is the relation $Xd_k=-d_kX$ in terms of $P_S$, and rearranging it gives $d_kP_S=P_Td_k$. `totalSpin_mul_tripletProj` does the same for the commuting case.

**The two channels.** The `calc` block of `singlet_channel` is the final line of the derivation: it regroups the factors, moves the projector to the left, merges $P_TP_T$ into $P_T$, and replaces $d_kd_l$ by $\delta_{kl}-S_lS_k$. `triplet_channel` has the same structure with $S_k$ in place of $d_k$, and needs no product formula.

**The tensor.** `singlet_channel_tensor` writes $\operatorname{tr}M$ as $\sum_{kl}M_{kl}\delta_{kl}$ and applies the main theorem term by term. In `singlet_add_triplet_channel`, the step `hX` exchanges the two sums with `Finset.sum_comm` and uses `hM.apply k l` to identify $M_{lk}$ with $M_{kl}$. This identification is what fails in the counter-example. The quadratic spin terms then cancel, and $(\operatorname{tr}M)P_T$ remains.
